# Side lengths of an fcc(111) Wulff island with two step energies, and its triangular limit

To estimate a ratio of step energies from the equilibrium shape of an fcc(111) island, one can measure two neighbouring sides, $L_A$ and $L_B$, and solve

$$\frac{L_A}{L_B}=\frac{2b-a}{2a-b},\qquad\text{so}\qquad \frac ba=\frac{2L_A+L_B}{L_A+2L_B}.$$

Here $a>0$ is the energy per length of the steps along the sides $L_A$, and $b>0$ that of the steps along the sides $L_B$; these are the two kinds of close-packed step. At finite temperature, $a$ and $b$ are free energies. The formula belongs to a model with these straight steps only, without rounded corners, and with $a/2\le b<2a$. Conversely, calculated step energies predict the model's island shape.

In Lean 4 with Mathlib:

```lean
import Mathlib

namespace WulffIsland

noncomputable section

local notation "⟪" x ", " y "⟫" => inner ℝ x y
```

The brackets `⟪x, y⟫` denote the real scalar product, written $\langle x,y\rangle$ below.

```lean
/-- The surface plane. -/
abbrev Plane := EuclideanSpace ℝ (Fin 2)
```

The surface is the Euclidean plane.

```lean
/-- Three step normals of an fcc(111) surface: unit vectors of the plane with zero sum. -/
structure StepNormals (u : Fin 3 → Plane) : Prop where
  unit : ∀ i, ‖u i‖ = 1
  sum_zero : ∑ i, u i = 0
```

`StepNormals u` says that $|u_i|=1$ and $\sum_i u_i=0$, which encodes the threefold symmetry. The index $i$ lies in `Fin 3`, so $i+1$ and $i+2$ are taken modulo 3.

```lean
/-- The Wulff island with step energy `a` for the normals `u i` and `b` for `-u i`. -/
def island (u : Fin 3 → Plane) (a b : ℝ) : Set Plane :=
  {x | ∀ i, ⟪x, u i⟫ ≤ a ∧ -⟪x, u i⟫ ≤ b}
```

The island consists of all $x$ with $\langle x,u_i\rangle\le a$ and $-\langle x,u_i\rangle\le b$ for every $i$. In the Wulff construction an edge's distance from the centre is proportional to its step energy; here the factor is 1.

```lean
/-- The region left when only the constraints with step energy `a` are kept. -/
def triangle (u : Fin 3 → Plane) (a : ℝ) : Set Plane := {x | ∀ i, ⟪x, u i⟫ ≤ a}
```

This region keeps only the $a$ constraints.

```lean
/-- The side of the island with outward normal `u i`. -/
def sideA (u : Fin 3 → Plane) (a b : ℝ) (i : Fin 3) : Set Plane :=
  {x | x ∈ island u a b ∧ ⟪x, u i⟫ = a}
```

An A side is the part of the island on the line $\langle x,u_i\rangle=a$.

```lean
/-- The side of the island with outward normal `-u i`. -/
def sideB (u : Fin 3 → Plane) (a b : ℝ) (i : Fin 3) : Set Plane :=
  {x | x ∈ island u a b ∧ -⟪x, u i⟫ = b}
```

A B side is the part on the line $-\langle x,u_i\rangle=b$.

```lean
variable {u : Fin 3 → Plane} {a b : ℝ}

/-- The normals `(1, 0)`, `(-1/2, √3/2)`, `(-1/2, -√3/2)` are step normals. -/
theorem stepNormals_witness :
    StepNormals ![!₂[1, 0], !₂[-1 / 2, √3 / 2], !₂[-1 / 2, -(√3 / 2)]] := by
  constructor
  · intro i
    fin_cases i <;> simp [EuclideanSpace.norm_eq, Fin.sum_univ_two, div_pow] <;> norm_num
  · ext k
    fin_cases k <;> simp [Fin.sum_univ_three]
    ring
```

Three explicit vectors at 120° satisfy the definition of step normals.

```lean
/-- The projections of any point on the three step normals add up to zero. -/
theorem inner_sum (h : StepNormals u) (x : Plane) (i : Fin 3) :
    ⟪x, u i⟫ + ⟪x, u (i + 1)⟫ + ⟪x, u (i + 2)⟫ = 0 := by
  have hs := Equiv.sum_comp (Equiv.addLeft i) u
  rw [h.sum_zero, Fin.sum_univ_three] at hs
  simp only [Equiv.coe_addLeft, add_zero] at hs
  rw [← inner_add_right, ← inner_add_right, hs, inner_zero_right]
```

By linearity, $\sum_j\langle x,u_j\rangle=\langle x,0\rangle=0$. The proof reorders the sum to start at any chosen $i$.

```lean
/-- Two different step normals have scalar product `-1/2`. -/
theorem normals_inner (h : StepNormals u) {i j : Fin 3} (hij : i ≠ j) :
    ⟪u i, u j⟫ = -1 / 2 := by
  have s : ∀ k, ⟪u k, u k⟫ = 1 := fun k => by
    rw [real_inner_self_eq_norm_sq, h.unit, one_pow]
  have e0 := inner_sum h (u i) i
  have e1 := inner_sum h (u (i + 1)) i
  have e2 := inner_sum h (u (i + 2)) i
  have c1 := real_inner_comm (u i) (u (i + 1))
  have c2 := real_inner_comm (u i) (u (i + 2))
  have c3 := real_inner_comm (u (i + 1)) (u (i + 2))
  have s0 := s i
  have s1 := s (i + 1)
  have s2 := s (i + 2)
  have hj : ∀ i j : Fin 3, j = i ∨ j = i + 1 ∨ j = i + 2 := by decide
  rcases hj i j with hj | hj | hj
  · exact absurd hj.symm hij
  · rw [hj]; linarith
  · rw [hj]; linarith
```

Put $x=u_i,u_{i+1},u_{i+2}$ in the previous identity. The three mutual products $p,q,r$ satisfy $1+p+q=0$, $1+p+r=0$ and $1+q+r=0$, so each is $-1/2$. `linarith` solves this linear system.

```lean
/-- In the plane, a unit vector `v` and an orthogonal vector `w` of squared length 3
resolve every point into components. -/
theorem plane_expansion (v w x : Plane) (hv : ⟪v, v⟫ = 1) (hw : ⟪w, w⟫ = 3)
    (hvw : ⟪v, w⟫ = 0) : x = ⟪x, v⟫ • v + (⟪x, w⟫ / 3) • w := by
  have hin : ∀ y z : Plane, ⟪y, z⟫ = y 0 * z 0 + y 1 * z 1 := by
    intro y z
    simp only [PiLp.inner_apply, Fin.sum_univ_two, RCLike.inner_apply, conj_trivial]
    ring
  have hwv : ⟪w, v⟫ = 0 := (real_inner_comm _ _).trans hvw
  -- the remainder z is orthogonal to both v and w
  obtain ⟨z, hz⟩ : ∃ z, z = x - (⟪x, v⟫ • v + (⟪x, w⟫ / 3) • w) := ⟨_, rfl⟩
  have hzv : ⟪z, v⟫ = 0 := by
    rw [hz, inner_sub_left, inner_add_left, real_inner_smul_left, real_inner_smul_left, hv, hwv]
    ring
  have hzw : ⟪z, w⟫ = 0 := by
    rw [hz, inner_sub_left, inner_add_left, real_inner_smul_left, real_inner_smul_left, hw, hvw]
    ring
  simp only [hin] at hv hw hvw hzv hzw
  have hD : (v 0 * w 1 - v 1 * w 0) ^ 2 = 3 := by
    linear_combination (w 0 * w 0 + w 1 * w 1) * hv + hw - (v 0 * w 0 + v 1 * w 1) * hvw
  have hD0 : v 0 * w 1 - v 1 * w 0 ≠ 0 := by
    intro h0
    rw [h0] at hD
    norm_num at hD
  have z0 : z 0 = 0 := (mul_eq_zero.mp (by linear_combination w 1 * hzv - v 1 * hzw :
    z 0 * (v 0 * w 1 - v 1 * w 0) = 0)).resolve_right hD0
  have z1 : z 1 = 0 := (mul_eq_zero.mp (by linear_combination v 0 * hzw - w 0 * hzv :
    z 1 * (v 0 * w 1 - v 1 * w 0) = 0)).resolve_right hD0
  have hz0 : z = 0 := by
    ext k
    fin_cases k
    · simpa using z0
    · simpa using z1
  exact sub_eq_zero.mp (hz.symm.trans hz0)
```

If $|v|^2=1$, $|w|^2=3$ and $\langle v,w\rangle=0$, then $x=\langle x,v\rangle v+\tfrac13\langle x,w\rangle w$. The remainder $z$ is orthogonal to both vectors. With $D=v_0w_1-v_1w_0$,

$$D^2=|v|^2|w|^2-\langle v,w\rangle^2=3,$$
$$z_0D=w_1\langle z,v\rangle-v_1\langle z,w\rangle=0,\qquad z_1D=v_0\langle z,w\rangle-w_0\langle z,v\rangle=0.$$

Hence $z=0$.

```lean
/-- For `a/2 ≤ b ≤ 2a` each side with normal `u i` is a segment of length `2(2b - a)/√3`. -/
theorem sideA_length (h : StepNormals u) (i : Fin 3) (h1 : a / 2 ≤ b) (h2 : b ≤ 2 * a) :
    ∃ P Q, sideA u a b i = segment ℝ P Q ∧ dist P Q = 2 * (2 * b - a) / √3 := by
  have s : ∀ k, ⟪u k, u k⟫ = 1 := fun k => by
    rw [real_inner_self_eq_norm_sq, h.unit, one_pow]
  have n : ∀ i : Fin 3, i ≠ i + 1 ∧ i ≠ i + 2 ∧ i + 1 ≠ i + 2 := by decide
  obtain ⟨n1, n2, n3⟩ := n i
  have g := And.intro (normals_inner h n1) (normals_inner h n1.symm)
  have g' := And.intro (normals_inner h n2) (normals_inner h n2.symm)
  have g'' := And.intro (normals_inner h n3) (normals_inner h n3.symm)
  obtain ⟨d, hd⟩ : ∃ d, d = u (i + 1) - u (i + 2) := ⟨_, rfl⟩
  have d0 : ⟪d, u i⟫ = 0 := by rw [hd, inner_sub_left, g.2, g'.2]; ring
  have d1 : ⟪d, u (i + 1)⟫ = 3 / 2 := by rw [hd, inner_sub_left, s, g''.2]; ring
  have d2 : ⟪d, u (i + 2)⟫ = -3 / 2 := by rw [hd, inner_sub_left, s, g''.1]; ring
  have dd : ⟪d, d⟫ = 3 := by
    have e : ⟪d, d⟫ = ⟪d, u (i + 1)⟫ - ⟪d, u (i + 2)⟫ := by rw [← inner_sub_right, ← hd]
    rw [e, d1, d2]; ring
  obtain ⟨L, hL⟩ : ∃ L, L = (2 * b - a) / 3 := ⟨_, rfl⟩
  have hL0 : 0 ≤ L := by rw [hL]; linarith
  refine ⟨a • u i - L • d, a • u i + L • d, ?_, ?_⟩
  · ext x
    constructor
    · rintro ⟨hx, hxa⟩
      have hs := inner_sum h x i
      have b1 := (hx (i + 1)).2
      have b2 := (hx (i + 2)).2
      have hxd : ⟪x, d⟫ = ⟪x, u (i + 1)⟫ - ⟪x, u (i + 2)⟫ := by rw [hd, inner_sub_right]
      -- the two neighbouring b constraints bound the coordinate along the side
      have hc : ⟪x, d⟫ / 3 ∈ segment ℝ (-L) L := by
        rw [segment_eq_Icc (by linarith)]
        constructor <;> linarith
      have hexp := plane_expansion (u i) d x (s i) dd ((real_inner_comm _ _).trans d0)
      obtain ⟨p, q, hp, hq, hpq, hc⟩ := hc
      rw [hxa, ← hc] at hexp
      refine ⟨p, q, hp, hq, hpq, ?_⟩
      obtain rfl : q = 1 - p := by linarith
      rw [hexp]
      simp only [smul_eq_mul]
      module
    · rintro ⟨p, q, hp, hq, hpq, rfl⟩
      obtain rfl : q = 1 - p := by linarith
      have l1 := mul_nonneg hp hL0
      have l2 := mul_nonneg hq hL0
      rw [show p • (a • u i - L • d) + (1 - p) • (a • u i + L • d)
        = a • u i + ((1 - 2 * p) * L) • d by module]
      have e : ∀ k, ⟪a • u i + ((1 - 2 * p) * L) • d, u k⟫
          = a * ⟪u i, u k⟫ + (1 - 2 * p) * L * ⟪d, u k⟫ := fun k => by
        rw [inner_add_left, real_inner_smul_left, real_inner_smul_left]
      have hj : ∀ i j : Fin 3, j = i ∨ j = i + 1 ∨ j = i + 2 := by decide
      refine ⟨fun j => ?_, by rw [e, s, d0]; ring⟩
      rw [e]
      rcases hj i j with hj | hj | hj
      · rw [hj, s, d0]; constructor <;> linarith
      · rw [hj, g.1, d1]; constructor <;> nlinarith
      · rw [hj, g'.1, d2]; constructor <;> nlinarith
  · have hn : ‖d‖ = √3 := by
      rw [← Real.sqrt_sq (norm_nonneg d), ← real_inner_self_eq_norm_sq, dd]
    have h3 : √3 * √3 = (3 : ℝ) := Real.mul_self_sqrt (by norm_num)
    rw [dist_eq_norm, show a • u i - L • d - (a • u i + L • d) = (-(2 * L)) • d by module,
      norm_smul, norm_neg, Real.norm_of_nonneg (by linarith), hn, hL,
      eq_div_iff (by positivity)]
    linear_combination (2 * (2 * b - a) / 3) * h3
```

For $a/2\le b\le 2a$, each A side is a segment of length $2(2b-a)/\sqrt3$. Let $d=u_{i+1}-u_{i+2}$. Then $\langle d,u_i\rangle=0$, $\langle d,u_{i+1}\rangle=\tfrac32$, $\langle d,u_{i+2}\rangle=-\tfrac32$ and $|d|^2=3$. A point of the side is $x=a\,u_i+c\,d$ with $c=\langle x,d\rangle/3$, and its other projections are $-\tfrac a2\pm\tfrac{3c}2$. The neighbouring $b$ constraints therefore require

$$|c|\le L=\frac{2b-a}{3}.$$

Conversely, if $|c|\le L$, these projections are at most $b-a\le a$, so the $a$ constraints hold too; $-a\le b$ settles the remaining one. The length is $2L|d|=2(2b-a)/\sqrt3$.

The device to look at is `segment`. In Mathlib, `segment ℝ P Q` is the set of points $pP+qQ$ with $p,q\ge0$ and $p+q=1$. `segment_eq_Icc` says that the interval $[-L,L]$ is such a segment of numbers, and `obtain` extracts the weights of $c$. The same weights place $x$ between the endpoints $a\,u_i\mp L\,d$. Nothing is divided by $L$, so the case $b=a/2$, where the side shrinks to a point, needs no separate treatment.

```lean
/-- For `a/2 ≤ b ≤ 2a` each side with normal `-u i` is a segment of length `2(2a - b)/√3`. -/
theorem sideB_length (h : StepNormals u) (i : Fin 3) (h1 : a / 2 ≤ b) (h2 : b ≤ 2 * a) :
    ∃ P Q, sideB u a b i = segment ℝ P Q ∧ dist P Q = 2 * (2 * a - b) / √3 := by
  -- reversing the normals exchanges the two step energies
  have hn : StepNormals (fun j => -u j) :=
    ⟨fun j => by rw [norm_neg, h.unit], by rw [Finset.sum_neg_distrib, h.sum_zero, neg_zero]⟩
  have e : sideB u a b i = sideA (fun j => -u j) b a i := by
    ext x
    simp only [sideA, sideB, island, Set.mem_ofPred_eq, inner_neg_right, neg_neg]
    exact ⟨fun h => ⟨fun j => (h.1 j).symm, h.2⟩, fun h => ⟨fun j => (h.1 j).symm, h.2⟩⟩
  rw [e]
  exact sideA_length hn i (by linarith) (by linarith)
```

Reversing all normals and exchanging $a$ with $b$ turns B sides into A sides, which gives the length $2(2a-b)/\sqrt3$.

```lean
/-- For `a > 0` the three points `-2a u i` satisfy all constraints with step energy `a`. -/
theorem corner_mem (h : StepNormals u) (ha : 0 < a) (i : Fin 3) :
    (-(2 * a)) • u i ∈ triangle u a := by
  intro j
  rw [real_inner_smul_left]
  by_cases hij : i = j
  · rw [hij, real_inner_self_eq_norm_sq, h.unit]; linarith
  · rw [normals_inner h hij]; linarith
```

The point $-2a\,u_i$ has projection $-2a$ on $u_i$ and $a$ on the other two normals, so it satisfies every $a$ constraint.

```lean
/-- For `a > 0` the constraints with step energy `b` are redundant exactly when `b ≥ 2a`. -/
theorem island_eq_triangle_iff (h : StepNormals u) (ha : 0 < a) :
    island u a b = triangle u a ↔ 2 * a ≤ b := by
  constructor
  · intro e
    have hv := corner_mem h ha 0
    rw [← e] at hv
    have hb := (hv 0).2
    rw [real_inner_smul_left, real_inner_self_eq_norm_sq, h.unit] at hb
    linarith
  · intro hb
    ext x
    refine ⟨fun hx i => (hx i).1, fun hx i => ⟨hx i, ?_⟩⟩
    have h1 : ⟪x, u (i + 1)⟫ ≤ a := hx (i + 1)
    have h2 : ⟪x, u (i + 2)⟫ ≤ a := hx (i + 2)
    linarith [inner_sum h x i]
```

For $a>0$, the $b$ constraints are redundant exactly when $b\ge2a$. If the regions agree, the point $-2a\,u_0$ lies in the island, and its $b$ constraint reads $2a\le b$. Conversely, in the larger region

$$-\langle x,u_i\rangle=\langle x,u_{i+1}\rangle+\langle x,u_{i+2}\rangle\le2a\le b.$$

```lean
/-- For `b ≥ 2a > 0` each side with normal `u i` is a segment of length `2√3 a`. -/
theorem triangle_side_length (h : StepNormals u) (ha : 0 < a) (hb : 2 * a ≤ b) (i : Fin 3) :
    ∃ P Q, sideA u a b i = segment ℝ P Q ∧ dist P Q = 2 * √3 * a := by
  obtain ⟨P, Q, hs, hd⟩ := sideA_length (b := 2 * a) h i (by linarith) le_rfl
  refine ⟨P, Q, ?_, ?_⟩
  · rw [← hs, sideA, sideA, (island_eq_triangle_iff h ha).2 hb,
      (island_eq_triangle_iff h ha).2 le_rfl]
  · have h3 : √3 * √3 = (3 : ℝ) := Real.mul_self_sqrt (by norm_num)
    rw [hd, div_eq_iff (by positivity)]
    linear_combination (-2 * a) * h3

end

end WulffIsland
```

Once $b\ge2a$, the island is the same set as at $b=2a$, so its A sides have length $2(3a)/\sqrt3=2\sqrt3\,a$.

This also shows what fails in `sideA_length` without an upper bound on $b$. For $a=1$, $b=3$ its formula would give $10/\sqrt3$, whereas the side has length $2\sqrt3=6/\sqrt3$.

```lean
#print axioms WulffIsland.sideB_length
#print axioms WulffIsland.triangle_side_length
```

```
'WulffIsland.sideB_length' depends on axioms: [propext, Classical.choice, Quot.sound]
'WulffIsland.triangle_side_length' depends on axioms: [propext, Classical.choice, Quot.sound]
```
